# The least squared misfit between two planar structures under rotation

Take one atom at $p$ and its target at $q$, both in a plane and away from the origin. Turning $p$ about the origin brings it closest to $q$ when the two point in the same direction, and the squared distance left over is

$$(\|p\|-\|q\|)^2=\|p\|^2+\|q\|^2-2\|p\|\|q\|.$$

With several atoms, one rotation has to serve all of them. The product $\|p\|\|q\|$ is then replaced by the length of a single vector $(A,B)$.

## The minimum and the angle that attains it

Let $p_i$ and $q_i$ be the positions of atom $i$ in the two structures, and let

$$A=\sum_i\langle p_i,q_i\rangle,\qquad B=\sum_i (p_{i,x}q_{i,y}-p_{i,y}q_{i,x}).$$

Over all rotations $R_\theta$ about the origin,

$$\min_\theta\sum_i\|R_\theta p_i-q_i\|^2=\sum_i(\|p_i\|^2+\|q_i\|^2)-2\sqrt{A^2+B^2}.$$

The polar angle of $(A,B)$, `atan2(B, A)` in most languages, attains it.

## Aligning endpoints before interpolation

A reaction-path calculation often starts from images interpolated linearly between reactant and product. If the endpoints differ by an overall rotation, the images are distorted by it, so it helps to align the endpoints first. For centred structures in a common plane, with fixed atom labels and equal weights, the polar angle of $(A,B)$ gives the best in-plane alignment without iteration.

## Derivation

Write $c=\cos\theta$ and $s=\sin\theta$. Rotation preserves length, so

$$\|R_\theta p-q\|^2=\|p\|^2+\|q\|^2-2\langle R_\theta p,q\rangle,$$

$$\langle R_\theta p,q\rangle=(cp_x-sp_y)q_x+(sp_x+cp_y)q_y=c\langle p,q\rangle+s(p_xq_y-p_yq_x).$$

Summing over atoms, the misfit is $\sum_i(\|p_i\|^2+\|q_i\|^2)-2(cA+sB)$.

Let $r=\sqrt{A^2+B^2}$. Since $(cA+sB)^2+(sA-cB)^2=r^2$, we have $cA+sB\le r$. Moreover,

$$(A-rc)^2+(B-rs)^2=2r\,(r-cA-sB),$$

so $cA+sB=r$ forces $A=rc$ and $B=rs$; conversely, these two equations give $cA+sB=r$. The polar angle of $(A,B)$ satisfies them.

If $r>0$, they fix $c$ and $s$, hence the rotation. If $r=0$, the misfit is constant and every rotation is optimal.

Now let both centroids be at the origin and add a translation $t$ to $N$ atoms. The misfit gains $2\langle t,\sum_i(R_\theta p_i-q_i)\rangle+N\|t\|^2$. The first term vanishes, so $t=0$ is best.

**Two atoms in numbers.** Let $p_1=(1,0)$, $p_2=(0,1)$, $q_1=(1,2)$, $q_2=(-2,2)$. Then $A=3$, $B=4$, and the squared lengths sum to $15$. The minimum over rotations about the origin is $15-2\cdot5=5$, against $9$ unrotated. Directly, $c=3/5$ and $s=4/5$ leave squared distances $1.6$ and $3.4$.

## The Lean file

```lean
import Mathlib

open Finset

namespace PlanarEndpointAlignment

noncomputable section

variable {ι : Type*} [Fintype ι]

/-- The rotation of the plane about the origin through the angle `θ`; a point is stored as
a complex number whose real and imaginary parts are its two coordinates. -/
def rot (θ : ℝ) (p : ℂ) : ℂ :=
  ⟨Real.cos θ * p.re - Real.sin θ * p.im, Real.sin θ * p.re + Real.cos θ * p.im⟩

/-- The scalar product of two planar vectors. -/
def dot (p q : ℂ) : ℝ := p.re * q.re + p.im * q.im

/-- The cross product of two planar vectors, a signed number. -/
def cross (p q : ℂ) : ℝ := p.re * q.im - p.im * q.re

/-- The sum `A` of the scalar products of corresponding points. -/
def dotSum (p q : ι → ℂ) : ℝ := ∑ i, dot (p i) (q i)

/-- The sum `B` of the cross products of corresponding points. -/
def crossSum (p q : ι → ℂ) : ℝ := ∑ i, cross (p i) (q i)

/-- The summed squared distance between the structure `p`, rotated through `θ`, and the
structure `q`. -/
def misfit (p q : ι → ℂ) (θ : ℝ) : ℝ := ∑ i, ‖rot θ (p i) - q i‖ ^ 2

/-- The squared distance between a rotated point and its target, in terms of the scalar and
cross products of the two points. -/
theorem sq_dist_rot (θ : ℝ) (p q : ℂ) :
    ‖rot θ p - q‖ ^ 2 =
      ‖p‖ ^ 2 + ‖q‖ ^ 2 - 2 * (Real.cos θ * dot p q + Real.sin θ * cross p q) := by
  simp only [Complex.sq_norm, Complex.normSq_apply, Complex.sub_re, Complex.sub_im,
    rot, dot, cross]
  linear_combination (p.re ^ 2 + p.im ^ 2) * Real.sin_sq_add_cos_sq θ

/-- The misfit depends on the angle only through `A cos θ + B sin θ`. -/
theorem misfit_eq (p q : ι → ℂ) (θ : ℝ) :
    misfit p q θ = ∑ i, (‖p i‖ ^ 2 + ‖q i‖ ^ 2)
      - 2 * (Real.cos θ * dotSum p q + Real.sin θ * crossSum p q) := by
  simp only [misfit, dotSum, crossSum, sq_dist_rot, Finset.sum_sub_distrib,
    Finset.sum_add_distrib, Finset.mul_sum, mul_add]

/-- The component of a planar vector `(a, b)` along any direction is at most its length. -/
theorem component_le (a b θ : ℝ) :
    Real.cos θ * a + Real.sin θ * b ≤ Real.sqrt (a ^ 2 + b ^ 2) := by
  have h : (Real.cos θ * a + Real.sin θ * b) ^ 2 + (Real.sin θ * a - Real.cos θ * b) ^ 2
      = a ^ 2 + b ^ 2 := by
    linear_combination (a ^ 2 + b ^ 2) * Real.sin_sq_add_cos_sq θ
  refine (le_abs_self _).trans (Real.abs_le_sqrt ?_)
  linarith [sq_nonneg (Real.sin θ * a - Real.cos θ * b)]

/-- The component of `(a, b)` along the direction `θ` equals its length exactly when
`(a, b)` is its length times the unit vector in that direction. -/
theorem component_eq_iff (a b θ : ℝ) :
    Real.cos θ * a + Real.sin θ * b = Real.sqrt (a ^ 2 + b ^ 2) ↔
      a = Real.sqrt (a ^ 2 + b ^ 2) * Real.cos θ ∧
      b = Real.sqrt (a ^ 2 + b ^ 2) * Real.sin θ := by
  have hr : Real.sqrt (a ^ 2 + b ^ 2) ^ 2 = a ^ 2 + b ^ 2 := Real.sq_sqrt (by positivity)
  have ht := Real.sin_sq_add_cos_sq θ
  generalize Real.sqrt (a ^ 2 + b ^ 2) = r at hr ⊢
  constructor
  · intro h
    -- the squared distance between the two vectors vanishes
    have h0 : (a - r * Real.cos θ) ^ 2 + (b - r * Real.sin θ) ^ 2 = 0 := by
      linear_combination (-2 * r) * h + r ^ 2 * ht - hr
    have h1 : (a - r * Real.cos θ) ^ 2 = 0 := by
      linarith [sq_nonneg (a - r * Real.cos θ), sq_nonneg (b - r * Real.sin θ)]
    have h2 : (b - r * Real.sin θ) ^ 2 = 0 := by linarith
    exact ⟨sub_eq_zero.mp ((pow_eq_zero_iff two_ne_zero).mp h1),
      sub_eq_zero.mp ((pow_eq_zero_iff two_ne_zero).mp h2)⟩
  · rintro ⟨ha, hb⟩
    linear_combination Real.cos θ * ha + Real.sin θ * hb + r * ht

/-- Rotating through the polar angle of the vector `(A, B)` gives the misfit
`∑ (‖p i‖² + ‖q i‖²) - 2 √(A² + B²)`. -/
theorem misfit_polar_angle (p q : ι → ℂ) :
    misfit p q (Complex.arg ⟨dotSum p q, crossSum p q⟩) =
      ∑ i, (‖p i‖ ^ 2 + ‖q i‖ ^ 2)
        - 2 * Real.sqrt (dotSum p q ^ 2 + crossSum p q ^ 2) := by
  rw [misfit_eq]
  generalize dotSum p q = a
  generalize crossSum p q = b
  have hn : Real.sqrt (a ^ 2 + b ^ 2) = ‖(⟨a, b⟩ : ℂ)‖ := by
    have h : a ^ 2 + b ^ 2 = ‖(⟨a, b⟩ : ℂ)‖ ^ 2 := by
      simp only [Complex.sq_norm, Complex.normSq_apply]
      ring
    rw [h, Real.sqrt_sq (norm_nonneg _)]
  have hc := Complex.norm_mul_cos_arg (⟨a, b⟩ : ℂ)
  have hs := Complex.norm_mul_sin_arg (⟨a, b⟩ : ℂ)
  rw [← hn] at hc hs
  rw [(component_eq_iff a b _).mpr ⟨hc.symm, hs.symm⟩]

/-- The minimum over all rotations about the origin of the summed squared distance between two
planar structures is `∑ (‖p i‖² + ‖q i‖²) - 2 √(A² + B²)`, and it is attained. -/
theorem isLeast_misfit (p q : ι → ℂ) :
    IsLeast (Set.range (misfit p q))
      (∑ i, (‖p i‖ ^ 2 + ‖q i‖ ^ 2)
        - 2 * Real.sqrt (dotSum p q ^ 2 + crossSum p q ^ 2)) := by
  refine ⟨⟨_, misfit_polar_angle p q⟩, ?_⟩
  rintro _ ⟨θ, rfl⟩
  rw [misfit_eq]
  linarith [component_le (dotSum p q) (crossSum p q) θ]

/-- An angle minimises the misfit exactly when `A = √(A² + B²) cos θ` and
`B = √(A² + B²) sin θ`. -/
theorem minimiser_iff (p q : ι → ℂ) (θ : ℝ) :
    (∀ φ, misfit p q θ ≤ misfit p q φ) ↔
      dotSum p q = Real.sqrt (dotSum p q ^ 2 + crossSum p q ^ 2) * Real.cos θ ∧
      crossSum p q = Real.sqrt (dotSum p q ^ 2 + crossSum p q ^ 2) * Real.sin θ := by
  rw [← component_eq_iff]
  constructor
  · intro h
    have h1 := h (Complex.arg ⟨dotSum p q, crossSum p q⟩)
    rw [misfit_polar_angle, misfit_eq] at h1
    linarith [component_le (dotSum p q) (crossSum p q) θ]
  · intro h φ
    rw [misfit_eq p q θ, misfit_eq p q φ]
    linarith [component_le (dotSum p q) (crossSum p q) φ]

/-- The optimal rotation is unique exactly when `A` and `B` are not both zero. -/
theorem optimal_rotation_unique_iff (p q : ι → ℂ) :
    (∀ θ φ, (∀ χ, misfit p q θ ≤ misfit p q χ) → (∀ χ, misfit p q φ ≤ misfit p q χ) →
      rot θ = rot φ) ↔ ¬ (dotSum p q = 0 ∧ crossSum p q = 0) := by
  constructor
  · rintro h ⟨hA, hB⟩
    -- the misfit is constant, so the angles 0 and π are both optimal
    have hall : ∀ θ φ, misfit p q θ ≤ misfit p q φ := by
      intro θ φ
      simp only [misfit_eq, hA, hB, mul_zero, add_zero, le_refl]
    have h1 := congrArg Complex.re (congrFun (h 0 Real.pi (hall 0) (hall Real.pi)) 1)
    norm_num [rot] at h1
  · intro h θ φ hθ hφ
    have h1 := (minimiser_iff p q θ).mp hθ
    have h2 := (minimiser_iff p q φ).mp hφ
    have hr : Real.sqrt (dotSum p q ^ 2 + crossSum p q ^ 2) ≠ 0 := by
      intro h0
      rw [h0, zero_mul, zero_mul] at h1
      exact h h1
    have hc : Real.cos θ = Real.cos φ := mul_left_cancel₀ hr (h1.1.symm.trans h2.1)
    have hs : Real.sin θ = Real.sin φ := mul_left_cancel₀ hr (h1.2.symm.trans h2.2)
    funext z
    simp only [rot, hc, hs]

/-- If both structures have their centroid at the origin, an additional translation `t`
raises the misfit by the number of points times `‖t‖²`. -/
theorem misfit_translate (p q : ι → ℂ) (hp : ∑ i, p i = 0) (hq : ∑ i, q i = 0)
    (θ : ℝ) (t : ℂ) :
    ∑ i, ‖rot θ (p i) + t - q i‖ ^ 2 = misfit p q θ + Fintype.card ι * ‖t‖ ^ 2 := by
  have hpr : ∑ i, (p i).re = 0 := by rw [← Complex.re_sum, hp, Complex.zero_re]
  have hpi : ∑ i, (p i).im = 0 := by rw [← Complex.im_sum, hp, Complex.zero_im]
  have hqr : ∑ i, (q i).re = 0 := by rw [← Complex.re_sum, hq, Complex.zero_re]
  have hqi : ∑ i, (q i).im = 0 := by rw [← Complex.im_sum, hq, Complex.zero_im]
  -- the cross terms are linear in the coordinates and cancel in the sum
  have key : ∀ i, ‖rot θ (p i) + t - q i‖ ^ 2 = ‖rot θ (p i) - q i‖ ^ 2 + ‖t‖ ^ 2
      + (2 * (t.re * Real.cos θ + t.im * Real.sin θ)) * (p i).re
      + (2 * (t.im * Real.cos θ - t.re * Real.sin θ)) * (p i).im
      - (2 * t.re) * (q i).re - (2 * t.im) * (q i).im := by
    intro i
    simp only [Complex.sq_norm, Complex.normSq_apply, Complex.sub_re, Complex.sub_im,
      Complex.add_re, Complex.add_im, rot]
    ring
  simp only [key, Finset.sum_sub_distrib, Finset.sum_add_distrib, ← Finset.mul_sum,
    hpr, hpi, hqr, hqi, mul_zero, add_zero, sub_zero, Finset.sum_const, Finset.card_univ,
    nsmul_eq_mul, misfit]

/-- For two structures with their centroids at the origin, `∑ (‖p i‖² + ‖q i‖²) - 2 √(A² + B²)` is
also the minimum of the summed squared distance over all rotations followed by translations. -/
theorem isLeast_rigid_motion (p q : ι → ℂ) (hp : ∑ i, p i = 0) (hq : ∑ i, q i = 0) :
    IsLeast (Set.range fun x : ℝ × ℂ => ∑ i, ‖rot x.1 (p i) + x.2 - q i‖ ^ 2)
      (∑ i, (‖p i‖ ^ 2 + ‖q i‖ ^ 2)
        - 2 * Real.sqrt (dotSum p q ^ 2 + crossSum p q ^ 2)) := by
  obtain ⟨⟨θ₀, h₀⟩, hmin⟩ := isLeast_misfit p q
  constructor
  · refine ⟨(θ₀, 0), ?_⟩
    simp only [add_zero]
    exact h₀
  · rintro _ ⟨⟨θ, t⟩, rfl⟩
    have h1 := hmin (Set.mem_range_self θ)
    have h2 : 0 ≤ (Fintype.card ι : ℝ) * ‖t‖ ^ 2 := by positivity
    have h3 := misfit_translate p q hp hq θ t
    dsimp only
    linarith

end

end PlanarEndpointAlignment
```

```lean
#print axioms PlanarEndpointAlignment.isLeast_misfit
#print axioms PlanarEndpointAlignment.optimal_rotation_unique_iff
#print axioms PlanarEndpointAlignment.isLeast_rigid_motion
```

```
'PlanarEndpointAlignment.isLeast_misfit' depends on axioms: [propext, Classical.choice, Quot.sound]
'PlanarEndpointAlignment.optimal_rotation_unique_iff' depends on axioms: [propext, Classical.choice, Quot.sound]
'PlanarEndpointAlignment.isLeast_rigid_motion' depends on axioms: [propext, Classical.choice, Quot.sound]
```

## How the lemmas follow the derivation

`sq_dist_rot` expands one squared distance in coordinates; its `linear_combination` step uses $s^2+c^2=1$. `misfit_eq` sums the result. `component_le` and `component_eq_iff` are the bound and its equality case, and `misfit_polar_angle` inserts the polar angle. `isLeast_misfit` combines attainment with the bound.

`minimiser_iff` compares an optimal angle with the polar angle. For $r=0$, `optimal_rotation_unique_iff` separates the rotations through $0$ and $\pi$ by their action on one point. In `misfit_translate`, `key` expands each term and the centroid conditions remove the linear parts; `isLeast_rigid_motion` then uses $N\|t\|^2\ge0$.

## Planar, centred and over the real numbers

The finite type `ι` labels the atoms, and `p i` and `q i` are complex numbers serving as coordinate pairs. `dotSum` is $A$, `crossSum` is $B$, and positive `θ` turns counterclockwise. `IsLeast (Set.range (misfit p q))` says that the value is attained and that no angle gives less. Uniqueness concerns the map `rot θ`, since angles differing by $2\pi$ give the same rotation.

The rigid-motion result assumes centred structures through `hp` and `hq`, a condition that can be met by first subtracting from each structure its own centroid. Reflections are excluded. This matters for a flat molecule in three dimensions: a half-turn about an in-plane axis acts on it as a reflection, and may lower the misfit further.

The theorems concern real numbers, not floating-point ones. For nearly superimposable structures the formula subtracts two almost equal quantities, so summing the squared distances after rotation is the safer way to evaluate the residual. When $A$ and $B$ are both close to zero, rounding can decide the computed angle.
